# RFO steps with different eigenvalues have scalar product −1 when the Hessian is symmetric

In a geometry optimisation by rational function optimization (RFO), one geometry can offer several candidate steps. If the Hessian is symmetric and one candidate is shorter than 1 (in the units of the chosen coordinates, with the unscaled augmented Hessian below), then all candidates with other eigenvalues are longer than 1. Length alone does not say which step to take: a minimisation normally takes the one with the lowest eigenvalue. All candidates compared here belong to the same gradient and the same Hessian, in finitely many real coordinates.

Let $H$ be the Hessian, $g$ the gradient and $s$ a displacement. A candidate step is an $s$ for which $(s,1)$ is an eigenvector of the augmented Hessian
$$\begin{pmatrix}H&g\\g^T&0\end{pmatrix}.$$
For two such steps $s,s'$ with eigenvalues $\lambda\neq\lambda'$, the result is $s\cdot s'=-1$, hence $|s||s'|\ge 1$. Three hypotheses enter: the last component is 1, $H$ is symmetric, and the eigenvalues differ.

## The last component is 1

Physically, this normalisation turns an eigenvector into a displacement. It belongs to the rational model of the energy change,
$$\frac{g\cdot s+\tfrac12\,s\cdot Hs}{1+s\cdot s},$$
whose stationary points, for symmetric $H$, are exactly these steps, and whose denominator keeps the model bounded for long displacements. The constant 1 in it sets the length scale, in the units of the chosen coordinates.

In Lean 4 with Mathlib:

```lean
import Mathlib

open Matrix

namespace CompetingRFOSteps

noncomputable section

variable {n : Type*} [Fintype n]
```

The index type `n` is any finite set of coordinates, and `n ⊕ Unit` adds the one extra component.

```lean
/-- The augmented Hessian `[[H, g], [gᵀ, 0]]` of rational function optimization. -/
def augmentedHessian (H : Matrix n n ℝ) (g : n → ℝ) : Matrix (n ⊕ Unit) (n ⊕ Unit) ℝ :=
  Matrix.fromBlocks H (Matrix.of fun i _ => g i) (Matrix.of fun _ j => g j) 0

/-- The displacement `s` is an RFO step with eigenvalue `lam` if `(s, 1)` is an eigenvector
of the augmented Hessian with that eigenvalue. -/
def IsRFOStep (H : Matrix n n ℝ) (g : n → ℝ) (lam : ℝ) (s : n → ℝ) : Prop :=
  augmentedHessian H g *ᵥ Sum.elim s (fun _ => 1) = lam • Sum.elim s (fun _ => 1)
```

`IsRFOStep` accepts any root, not only the lowest. Length is defined through the scalar product, because Mathlib's default norm on `n → ℝ` is the largest absolute value of a component.

```lean
/-- The Euclidean length of a step. -/
def stepLength (s : n → ℝ) : ℝ := √(s ⬝ᵥ s)

/-- The rational model of the energy change: the quadratic model divided by `1 + |s|²`. -/
def rationalModel (H : Matrix n n ℝ) (g s : n → ℝ) : ℝ :=
  (g ⬝ᵥ s + 1 / 2 * (s ⬝ᵥ H *ᵥ s)) / (1 + s ⬝ᵥ s)
```

By hand, the upper rows and the last row of the eigenvalue equation read
$$Hs+g=\lambda s,\qquad g\cdot s=\lambda .$$
With last component $c$ in place of 1 they would read $Hs+cg=\lambda s$ and $g\cdot s=\lambda c$. The proof evaluates the block equation at `Sum.inl i` and `Sum.inr ()` to get the two parts, and reassembles them for the converse.

```lean
/-- The eigenvalue equation for `(s, 1)` is the level-shifted Newton equation
`H s + g = lam s` together with `g · s = lam`. -/
theorem isRFOStep_iff (H : Matrix n n ℝ) (g : n → ℝ) (lam : ℝ) (s : n → ℝ) :
    IsRFOStep H g lam s ↔ H *ᵥ s + g = lam • s ∧ g ⬝ᵥ s = lam := by
  unfold IsRFOStep
  constructor
  · intro h
    constructor
    · ext i
      have hi := congrFun h (Sum.inl i)
      simpa [augmentedHessian, Matrix.mulVec, dotProduct, Fintype.sum_sum_type] using hi
    · have hu := congrFun h (Sum.inr ())
      simpa [augmentedHessian, Matrix.mulVec, dotProduct, Fintype.sum_sum_type] using hu
  · rintro ⟨h1, h2⟩
    ext i
    rcases i with i | i
    · have hi := congrFun h1 i
      simpa [augmentedHessian, Matrix.mulVec, dotProduct, Fintype.sum_sum_type] using hi
    · simpa [augmentedHessian, Matrix.mulVec, dotProduct, Fintype.sum_sum_type] using h2
```

An eigenvector whose last component is 0 gives no step. For $H=I$ and $g=(1,1)$, the vector $(1,-1,0)$ is an eigenvector with eigenvalue 1, and no rescaling makes its last component 1.

The length scale could also have been left free, with $1+\alpha\,s\cdot s$ in the denominator for some $\alpha>0$. The upper equation becomes $Hs+g=\alpha\lambda s$, the scalar product becomes $-1/\alpha$, and the threshold length becomes $1/\sqrt\alpha$. The theorems here treat $\alpha=1$.

## The Hessian is symmetric

An exact Hessian of a smooth energy is symmetric because mixed second derivatives agree. An approximate one, such as a finite-difference Hessian that has not been symmetrised, need not be.

By hand, take the scalar product of each upper equation with the other step, and use $g\cdot s'=\lambda'$ and $g\cdot s=\lambda$:
$$s'\cdot Hs+\lambda'=\lambda\,s\cdot s',\qquad s\cdot Hs'+\lambda=\lambda'\,s\cdot s'.$$
Symmetry makes the two Hessian terms equal. Subtracting the second equation from the first gives $\lambda'-\lambda=(\lambda-\lambda')\,s\cdot s'$, that is,
$$(\lambda-\lambda')(1+s\cdot s')=0 .$$

```lean
/-- The squared length of a step is its scalar product with itself. -/
theorem stepLength_sq (s : n → ℝ) : stepLength s ^ 2 = s ⬝ᵥ s :=
  Real.sq_sqrt (Finset.sum_nonneg fun i _ => mul_self_nonneg (s i))
```

In the next proof, `hsym` is the equality of the Hessian terms, `e` and `e'` are the two contracted equations, and `linear_combination` performs the subtraction.

```lean
/-- For a symmetric Hessian, any two RFO steps satisfy `(lam - lam') (1 + s · s') = 0`. -/
theorem eigenvalue_gap_mul_overlap {H : Matrix n n ℝ} (hH : H.IsSymm) {g s s' : n → ℝ}
    {lam lam' : ℝ} (h : IsRFOStep H g lam s) (h' : IsRFOStep H g lam' s') :
    (lam - lam') * (1 + s ⬝ᵥ s') = 0 := by
  obtain ⟨h1, h2⟩ := (isRFOStep_iff H g lam s).1 h
  obtain ⟨h1', h2'⟩ := (isRFOStep_iff H g lam' s').1 h'
  -- symmetry of the Hessian
  have hsym : s' ⬝ᵥ H *ᵥ s = s ⬝ᵥ H *ᵥ s' := by
    rw [Matrix.dotProduct_mulVec, ← Matrix.mulVec_transpose, hH.eq, dotProduct_comm]
  -- contract each Newton equation with the other step
  have e := congrArg (fun v => s' ⬝ᵥ v) h1
  have e' := congrArg (fun v => s ⬝ᵥ v) h1'
  simp only [dotProduct_add, dotProduct_smul, smul_eq_mul] at e e'
  rw [dotProduct_comm s' g, dotProduct_comm s' s, h2'] at e
  rw [dotProduct_comm s g, h2] at e'
  linear_combination e' - e + hsym
```

Without symmetry both conclusions can fail. Take
$$H=\begin{pmatrix}-3&-4\\0&0\end{pmatrix},\qquad g=(2,0).$$
Then $s=(\tfrac12,0)$ is a step with eigenvalue 1 and $s'=(0,\tfrac12)$ is one with eigenvalue 0. Their scalar product is 0, and both have length $\tfrac12$.

## The eigenvalues differ

Different eigenvalues mean that the two steps belong to different roots of the same augmented problem. By hand, this allows division by $\lambda-\lambda'$, which leaves $s\cdot s'=-1$. Cauchy–Schwarz then gives
$$1=(s\cdot s')^2\le |s|^2|s'|^2 ,$$
so $|s||s'|\ge1$. If $|s|<1$ and $|s'|\le1$ both held, then $|s||s'|\le|s|<1$, a contradiction. So $|s|<1$ forces $|s'|>1$.

Both theorems in this section also assume a symmetric Hessian, as `hH`. The proof uses `hne` to rule out the first factor of the product. `hcs` is Cauchy–Schwarz, and the last `nlinarith` derives the contradiction.

```lean
/-- Two RFO steps with different eigenvalues have scalar product `-1`, the product of their lengths
is at least 1, and if the first is shorter than 1 the second is longer than 1. -/
theorem competing_rfo_steps {H : Matrix n n ℝ} (hH : H.IsSymm) {g s s' : n → ℝ}
    {lam lam' : ℝ} (h : IsRFOStep H g lam s) (h' : IsRFOStep H g lam' s')
    (hne : lam ≠ lam') :
    s ⬝ᵥ s' = -1 ∧ 1 ≤ stepLength s * stepLength s' ∧
      (stepLength s < 1 → 1 < stepLength s') := by
  have hdot : s ⬝ᵥ s' = -1 := by
    rcases mul_eq_zero.1 (eigenvalue_gap_mul_overlap hH h h') with h0 | h0
    · exact absurd (sub_eq_zero.1 h0) hne
    · linarith
  have ha : 0 ≤ stepLength s := Real.sqrt_nonneg _
  have hb : 0 ≤ stepLength s' := Real.sqrt_nonneg _
  -- Cauchy-Schwarz turns the fixed scalar product into a length bound
  have hcs : (s ⬝ᵥ s') ^ 2 ≤ (s ⬝ᵥ s) * (s' ⬝ᵥ s') := by
    have hc := Finset.sum_mul_sq_le_sq_mul_sq Finset.univ s s'
    simpa only [dotProduct, sq] using hc
  have hsq : 1 ≤ (stepLength s * stepLength s') ^ 2 := by
    rw [mul_pow, stepLength_sq, stepLength_sq]
    rw [hdot] at hcs
    linarith
  have hprod : 1 ≤ stepLength s * stepLength s' := by
    have hp := mul_nonneg ha hb
    by_contra hlt
    have hlt' := not_le.1 hlt
    nlinarith
  refine ⟨hdot, hprod, fun hs => ?_⟩
  by_contra hle
  have hle' := not_lt.1 hle
  nlinarith [mul_nonneg ha (sub_nonneg.2 hle')]
```

Without this hypothesis the claim fails at once: for $H=0$ and $g=0$, every $s$ is a step with eigenvalue 0, so two steps can have any scalar product and both can be short.

The bound is an equality exactly when $|s|^2s'=-s$, which means antiparallel steps with reciprocal lengths. Write $a=|s|^2$. If $|s||s'|=1$, then $a|s'|^2=1$ and
$$|as'+s|^2=a^2|s'|^2+2a\,s\cdot s'+a=a-2a+a=0 .$$
Conversely, the scalar product of $as'=-s$ with $s'$ gives $a|s'|^2=1$, and lengths are non-negative. In the proof, `hw` is the vanishing square and `e` is the contraction for the converse.

```lean
/-- For two RFO steps with different eigenvalues, the product of the lengths equals 1 exactly
when `|s|² s' = -s`. -/
theorem length_product_eq_one_iff {H : Matrix n n ℝ} (hH : H.IsSymm) {g s s' : n → ℝ}
    {lam lam' : ℝ} (h : IsRFOStep H g lam s) (h' : IsRFOStep H g lam' s')
    (hne : lam ≠ lam') :
    stepLength s * stepLength s' = 1 ↔ (s ⬝ᵥ s) • s' = -s := by
  obtain ⟨hdot, hprod, -⟩ := competing_rfo_steps hH h h' hne
  have hsq : (stepLength s * stepLength s') ^ 2 = (s ⬝ᵥ s) * (s' ⬝ᵥ s') := by
    rw [mul_pow, stepLength_sq, stepLength_sq]
  constructor
  · intro h1
    have hAB : (s ⬝ᵥ s) * (s' ⬝ᵥ s') = 1 := by rw [← hsq, h1, one_pow]
    -- the vector |s|² s' + s has zero length
    have hw : ((s ⬝ᵥ s) • s' + s) ⬝ᵥ ((s ⬝ᵥ s) • s' + s) = 0 := by
      simp only [add_dotProduct, dotProduct_add, smul_dotProduct, dotProduct_smul,
        smul_eq_mul, dotProduct_comm s' s]
      linear_combination (s ⬝ᵥ s) * hAB + 2 * (s ⬝ᵥ s) * hdot
    exact eq_neg_of_add_eq_zero_left (dotProduct_self_eq_zero.1 hw)
  · intro hv
    have e := congrArg (fun v => v ⬝ᵥ s') hv
    simp only [smul_dotProduct, neg_dotProduct, smul_eq_mul] at e
    rw [hdot] at e
    nlinarith
```

## The model energy needs only the step equation

Contracting $Hs+g=\lambda s$ with $s$ itself gives $s\cdot Hs=\lambda\,s\cdot s-\lambda$. The numerator of the rational model is then
$$\lambda+\tfrac12(\lambda\,s\cdot s-\lambda)=\tfrac{\lambda}{2}(1+s\cdot s),$$
so the model energy is $\lambda/2$. Neither symmetry nor a second eigenvalue is involved. Competing steps are therefore ranked in model energy by their eigenvalues. The proof makes the same contraction and clears the positive denominator.

```lean
/-- At an RFO step the rational model of the energy change equals half the eigenvalue. -/
theorem rationalModel_eq_half_eigenvalue {H : Matrix n n ℝ} {g s : n → ℝ} {lam : ℝ}
    (h : IsRFOStep H g lam s) : rationalModel H g s = lam / 2 := by
  obtain ⟨h1, h2⟩ := (isRFOStep_iff H g lam s).1 h
  have e := congrArg (fun v => s ⬝ᵥ v) h1
  simp only [dotProduct_add, dotProduct_smul, smul_eq_mul] at e
  rw [dotProduct_comm s g, h2] at e
  have hpos : 0 < 1 + s ⬝ᵥ s := by
    rw [← stepLength_sq]
    positivity
  unfold rationalModel
  rw [div_eq_iff hpos.ne', h2]
  linear_combination (1 / 2) * e
```

## A saddle and an isotropic minimum

For the saddle Hessian $\mathrm{diag}(1,-1)$ with $g=(2,2)$, three steps satisfy all the hypotheses. Their lengths are $\sqrt5/2$, $2\sqrt2$ and $\sqrt5/2$, all above 1. The augmented matrix is $3\times3$ and the three eigenvalues are distinct, so there are no other steps: it can happen that no candidate is shorter than 1. The proof checks the two step equations component by component.

```lean
/-- The Hessian `diag(1, -1)` with gradient `(2, 2)` has RFO steps `(-1/2, -1)`, `(-2, 2)` and
`(1, 1/2)` with eigenvalues `-3`, `0` and `3`. -/
theorem competing_rfo_steps_witness :
    (!![1, 0; 0, -1] : Matrix (Fin 2) (Fin 2) ℝ).IsSymm ∧
    IsRFOStep !![1, 0; 0, -1] ![2, 2] (-3) ![-1 / 2, -1] ∧
    IsRFOStep !![1, 0; 0, -1] ![2, 2] 0 ![-2, 2] ∧
    IsRFOStep !![1, 0; 0, -1] ![2, 2] 3 ![1, 1 / 2] := by
  refine ⟨Matrix.IsSymm.ext fun i j => by fin_cases i <;> fin_cases j <;> simp, ?_, ?_, ?_⟩
  all_goals
    rw [isRFOStep_iff]
    constructor
    · ext i
      fin_cases i <;> norm_num [Matrix.mulVec, dotProduct, Fin.sum_univ_two]
    · norm_num [dotProduct, Fin.sum_univ_two]
```

For $H=I$ and $g=(1,1)$, the steps have lengths $1/\sqrt2$ and $\sqrt2$, and the bound is attained. The proof obtains this from the equality criterion.

```lean
/-- For the unit Hessian with gradient `(1, 1)`, the RFO steps `(-1/2, -1/2)` and `(1, 1)` have
eigenvalues `-1` and `2`, and the product of their lengths is exactly 1. -/
theorem length_bound_attained :
    IsRFOStep !![1, 0; 0, 1] ![1, 1] (-1) ![-1 / 2, -1 / 2] ∧
    IsRFOStep !![1, 0; 0, 1] ![1, 1] 2 ![1, 1] ∧
    stepLength ![-1 / 2, -1 / 2] * stepLength ![1, 1] = 1 := by
  have hH : (!![1, 0; 0, 1] : Matrix (Fin 2) (Fin 2) ℝ).IsSymm :=
    Matrix.IsSymm.ext fun i j => by fin_cases i <;> fin_cases j <;> simp
  have h : IsRFOStep !![1, 0; 0, 1] ![1, 1] (-1) ![-1 / 2, -1 / 2] := by
    rw [isRFOStep_iff]
    constructor
    · ext i
      fin_cases i <;> norm_num [Matrix.mulVec, dotProduct, Fin.sum_univ_two]
    · norm_num [dotProduct, Fin.sum_univ_two]
  have h' : IsRFOStep !![1, 0; 0, 1] ![1, 1] 2 ![1, 1] := by
    rw [isRFOStep_iff]
    constructor
    · ext i
      fin_cases i <;> norm_num [Matrix.mulVec, dotProduct, Fin.sum_univ_two]
    · norm_num [dotProduct, Fin.sum_univ_two]
  refine ⟨h, h', (length_product_eq_one_iff hH h h' (by norm_num)).2 ?_⟩
  ext i
  fin_cases i <;> norm_num [dotProduct, Fin.sum_univ_two]

end

end CompetingRFOSteps
```

```lean
#print axioms CompetingRFOSteps.competing_rfo_steps
-- 'CompetingRFOSteps.competing_rfo_steps' depends on axioms: [propext, Classical.choice, Quot.sound]
#print axioms CompetingRFOSteps.rationalModel_eq_half_eigenvalue
-- 'CompetingRFOSteps.rationalModel_eq_half_eigenvalue' depends on axioms: [propext, Classical.choice, Quot.sound]
#print axioms CompetingRFOSteps.length_bound_attained
-- 'CompetingRFOSteps.length_bound_attained' depends on axioms: [propext, Classical.choice, Quot.sound]
```
